# The DIIS error is at most the spectral width of F times the distance to a density commuting with F

A self-consistent-field calculation is nearly converged: the current density matrix D is close to a stationary density P. The DIIS procedure does not see P. It monitors the commutator FD − DF of the Fock matrix F with D, which vanishes at self-consistency. How large can this commutator still be when D − P is small?

For a fixed F whose orbital energies lie between a and b, and a P that commutes with F,

‖FD − DF‖ ≤ (b − a) ‖D − P‖.

The norm is the Frobenius norm, ‖X‖² = Σᵢⱼ |Xᵢⱼ|². For a finite orthonormal basis and a fixed F, this converts a density error into a ceiling on the DIIS error. In an SCF cycle F changes with the density, and a second bound further down accounts for that.

Many texts write P for any density matrix; here D is the current density and P the reference. Matrices have entries in `𝕜`, which is ℝ or ℂ, and rows and columns labelled by a finite type `n`. In the bound for a fixed F no condition is placed on D, which need not be Hermitian or idempotent. In an atomic-orbital basis with overlap matrix S the residual is FDS − SDF, and the transformation to an orthonormal basis has to be made before the theorems apply.

```lean
import Mathlib

open Matrix
open scoped ComplexOrder Matrix.Norms.Frobenius

namespace DIISResidualBound

noncomputable section

variable {𝕜 n : Type*} [RCLike 𝕜] [Fintype n] [DecidableEq n]
```

## All orbital energies lie between a and b

`SpectralWindow F a b` says that F − a and b − F are positive semidefinite, which in Mathlib includes being Hermitian. Physically, b − a covers the whole range from the lowest core level to the highest virtual level in the basis, not just the gap between occupied and empty orbitals.

```lean
/-- The matrix `F` is Hermitian with spectrum between `a` and `b`: both `F - a` and `b - F`
are positive semidefinite. -/
def SpectralWindow (F : Matrix n n 𝕜) (a b : ℝ) : Prop :=
  (F - a • (1 : Matrix n n 𝕜)).PosSemidef ∧ (b • (1 : Matrix n n 𝕜) - F).PosSemidef
```

The residual is defined as a plain commutator, so it can be applied to any two matrices.

```lean
/-- The DIIS error matrix `F D - D F` of a Fock matrix `F` and a density matrix `D` in an
orthonormal basis. -/
def diisResidual (F D : Matrix n n 𝕜) : Matrix n n 𝕜 := F * D - D * F
```

The derivation needs the squared norm as a trace, ‖X‖² = tr(XᴴX), where Xᴴ is the conjugate transpose. The next two lemmas obtain it by writing out the entries.

```lean
/-- The squared Frobenius norm is the sum of the squared moduli of the entries. -/
theorem norm_sq_eq_sum (X : Matrix n n 𝕜) : ‖X‖ ^ 2 = ∑ i, ∑ j, ‖X i j‖ ^ 2 := by
  rw [Matrix.frobenius_norm_def, ← Real.sqrt_eq_rpow, Real.sq_sqrt (by positivity)]
  simp only [Real.rpow_two]

/-- The squared Frobenius norm of `X` is the trace of `Xᴴ X`. -/
theorem norm_sq_eq_trace (X : Matrix n n 𝕜) : ‖X‖ ^ 2 = RCLike.re (Xᴴ * X).trace := by
  rw [norm_sq_eq_sum, Finset.sum_comm]
  simp only [Matrix.trace, Matrix.diag_apply, Matrix.mul_apply, Matrix.conjTranspose_apply,
    map_sum]
  refine Finset.sum_congr rfl fun i _ => Finset.sum_congr rfl fun j _ => ?_
  rw [RCLike.star_def, RCLike.conj_mul, ← RCLike.ofReal_pow, RCLike.ofReal_re]
```

By hand, first take a matrix G with −r ≤ G ≤ r and set A = G + r and B = r − G. Both are positive semidefinite, and they commute. Hence ABA and BAB are positive semidefinite, and

ABA + BAB = AB(A + B) = 2r(r² − G²).

Placing this between Xᴴ and X and taking the trace gives

0 ≤ 2r (r²‖X‖² − ‖GX‖²).

For r > 0 this means ‖GX‖ ≤ r‖X‖. For r = 0, both G and −G are positive semidefinite, so G = 0 and the bound still holds. A negative r is impossible in a non-empty basis, because A + B = 2r·1 has non-negative trace.

Now move the energy zero to the middle of the window: G = F − (a + b)/2 and r = (b − a)/2. The shift drops out of the commutator. Since ‖XG‖ = ‖(XG)ᴴ‖ = ‖GXᴴ‖ ≤ r‖X‖,

‖FX − XF‖ = ‖GX − XG‖ ≤ ‖GX‖ + ‖XG‖ ≤ 2r‖X‖ = (b − a)‖X‖.

In Lean, the window first supplies Fᴴ = F.

```lean
omit [Fintype n] in
/-- A matrix with a spectral window is Hermitian. -/
theorem SpectralWindow.conjTranspose_eq {F : Matrix n n 𝕜} {a b : ℝ}
    (hF : SpectralWindow F a b) : Fᴴ = F := by
  have h := hF.1.isHermitian.eq
  rw [conjTranspose_sub, conjTranspose_smul, conjTranspose_one, star_trivial] at h
  exact sub_left_inj.1 h
```

In `norm_mul_le_of_window`, `hr` is the trace argument for r ≥ 0, and the empty basis is treated separately. `h1` and `h2` state that ABA and BAB are positive semidefinite, `h3` is the trace inequality, and `key` is the algebraic identity, closed by `module` after the products are expanded. The last lines pass from squares to norms.

```lean
/-- If `G` is Hermitian with spectrum between `-r` and `r`, left multiplication by `G` enlarges the
Frobenius norm at most by the factor `r`. -/
theorem norm_mul_le_of_window {G : Matrix n n 𝕜} {r : ℝ} (hG : SpectralWindow G (-r) r)
    (X : Matrix n n 𝕜) : ‖G * X‖ ≤ r * ‖X‖ := by
  rcases isEmpty_or_nonempty n with hn | hn
  · rw [Subsingleton.elim X 0]
    simp
  have hGH := hG.conjTranspose_eq
  obtain ⟨hA, hB⟩ := hG
  -- the window has non-negative width
  have hr : 0 ≤ r := by
    have h := (RCLike.nonneg_iff.1 (hA.add hB).trace_nonneg).1
    have hsum : G - (-r) • (1 : Matrix n n 𝕜) + (r • (1 : Matrix n n 𝕜) - G)
        = (2 * r) • (1 : Matrix n n 𝕜) := by module
    rw [hsum, trace_smul, trace_one, RCLike.smul_re, RCLike.natCast_re] at h
    have hc : (0 : ℝ) < Fintype.card n := by exact_mod_cast Fintype.card_pos
    by_contra hneg
    nlinarith [mul_neg_of_neg_of_pos (not_le.1 hneg) hc]
  rcases hr.eq_or_lt with h0 | hpos
  · -- a window of zero width forces `G = 0`
    subst h0
    have hA' : G.PosSemidef := by simpa using hA
    have hB' : (-G).PosSemidef := by simpa using hB
    have ht := hB'.trace_nonneg
    rw [trace_neg] at ht
    have hz : G = 0 :=
      hA'.trace_eq_zero_iff.1 (le_antisymm (neg_nonneg.1 ht) hA'.trace_nonneg)
    simp [hz]
  · -- with A = G + r and B = r - G, the sum ABA + BAB equals 2r (r² - G²)
    have h1 := hB.mul_mul_conjTranspose_same (G - (-r) • (1 : Matrix n n 𝕜))
    have h2 := hA.mul_mul_conjTranspose_same (r • (1 : Matrix n n 𝕜) - G)
    rw [hA.isHermitian.eq] at h1
    rw [hB.isHermitian.eq] at h2
    have h3 := (RCLike.nonneg_iff.1
      ((h1.add h2).conjTranspose_mul_mul_same X).trace_nonneg).1
    have key : Xᴴ * ((G - (-r) • (1 : Matrix n n 𝕜)) * (r • (1 : Matrix n n 𝕜) - G)
          * (G - (-r) • (1 : Matrix n n 𝕜))
        + (r • (1 : Matrix n n 𝕜) - G) * (G - (-r) • (1 : Matrix n n 𝕜))
          * (r • (1 : Matrix n n 𝕜) - G)) * X
        = (2 * r) • (r ^ 2 • (Xᴴ * X) - (G * X)ᴴ * (G * X)) := by
      rw [conjTranspose_mul, hGH]
      simp only [mul_add, add_mul, mul_sub, sub_mul, mul_smul_comm, smul_mul_assoc, mul_one,
        one_mul, mul_assoc]
      module
    rw [key, trace_smul, trace_sub, trace_smul, RCLike.smul_re, map_sub,
      RCLike.smul_re, ← norm_sq_eq_trace, ← norm_sq_eq_trace] at h3
    have h4 := nonneg_of_mul_nonneg_right h3 (by linarith : 0 < 2 * r)
    refine (pow_le_pow_iff_left₀ (norm_nonneg _) (by positivity) two_ne_zero).1 ?_
    rw [mul_pow]
    linarith
```

In `norm_diisResidual_le`, `hG` is the centred window, `hcomm` removes the shift, and `hright` turns right multiplication into left multiplication.

```lean
/-- If `F` is Hermitian with spectrum between `a` and `b`, the commutator of `F` with any matrix `X`
has Frobenius norm at most `(b - a) ‖X‖`. -/
theorem norm_diisResidual_le {F : Matrix n n 𝕜} {a b : ℝ} (hF : SpectralWindow F a b)
    (X : Matrix n n 𝕜) : ‖diisResidual F X‖ ≤ (b - a) * ‖X‖ := by
  -- shift the energy zero to the middle of the window
  obtain ⟨G, hGdef⟩ : ∃ G, G = F - ((a + b) / 2) • (1 : Matrix n n 𝕜) := ⟨_, rfl⟩
  have hG : SpectralWindow G (-((b - a) / 2)) ((b - a) / 2) := by
    constructor
    · convert hF.1 using 1
      rw [hGdef]
      module
    · convert hF.2 using 1
      rw [hGdef]
      module
  have hcomm : diisResidual F X = G * X - X * G := by
    rw [diisResidual, hGdef]
    simp only [mul_sub, sub_mul, mul_smul_comm, smul_mul_assoc, mul_one, one_mul]
    abel
  have hright : ‖X * G‖ = ‖G * Xᴴ‖ := by
    rw [← Matrix.frobenius_norm_conjTranspose (X * G), conjTranspose_mul, hG.conjTranspose_eq]
  have h1 := norm_mul_le_of_window hG X
  have h2 := norm_mul_le_of_window hG Xᴴ
  rw [Matrix.frobenius_norm_conjTranspose] at h2
  have h3 := norm_sub_le (G * X) (X * G)
  rw [hcomm]
  linarith
```

Suppose F − a ≥ 0 is kept but b − F ≥ 0 is given up. Take a = 0, b = 1, F = diag(0, 2), P = diag(1, 0), and let D − P have zeros on the diagonal and ε > 0 in both other places. Then ‖D − P‖ = √2 ε, while the residual has norm 2√2 ε, twice the claimed bound. This D has a negative eigenvalue, so it is not a physical density, but the theorem admits any matrix D.

## The reference density commutes with F

FP = PF is the stationarity condition: P can be built from eigenvectors of F when P is Hermitian. The theorem needs only the commutation, so P may have fractional occupations or describe an excited configuration.

By hand, the condition is used once, to subtract FP − PF = 0:

FD − DF = F(D − P) − (D − P)F.

The previous bound with X = D − P finishes the argument. In the proof, `h` is this identity, obtained from `hP` by `linear_combination` with non-commutative normalisation.

```lean
/-- If `F` is Hermitian with spectrum between `a` and `b` and `P` commutes with `F`, the DIIS error
of any `D` is at most `b - a` times the distance from `D` to `P`, in Frobenius norm. -/
theorem diisResidual_le_density_error {F P : Matrix n n 𝕜} {a b : ℝ}
    (hF : SpectralWindow F a b) (hP : F * P = P * F) (D : Matrix n n 𝕜) :
    ‖diisResidual F D‖ ≤ (b - a) * ‖D - P‖ := by
  have h : diisResidual F D = diisResidual F (D - P) := by
    unfold diisResidual
    linear_combination (norm := noncomm_ring) hP
  rw [h]
  exact norm_diisResidual_le hF (D - P)
```

If P does not commute with F, the choice D = P already breaks the bound: the right side is zero and the left side is not. An example is F = diag(0, 1) with all four entries of P equal to 1/2, where the residual has norm 1/√2.

## The Fock matrix responds to the density, and occupations lie between 0 and 1

In an actual SCF cycle, P commutes with its own Fock matrix F(P), whereas the residual is computed with F(D). In `scf_residual_le` the map `fock` is an arbitrary function from matrices to matrices, and two further hypotheses control the difference.

The first is ‖F(D) − F(P)‖ ≤ L‖D − P‖. The constant L stands for the strength with which the mean field, Coulomb and exchange, reacts to a change of density. It is assumed for the given pair D and P, and is not derived from integrals. The second, `SpectralWindow P 0 1`, says that P is Hermitian with occupations between 0 and 1, as for spin orbitals.

With [X, Y] = XY − YX and [F(P), P] = 0,

[F(D), D] = [F(D), D − P] − [P, F(D) − F(P)].

Here a and b enclose the spectrum of F(D), the Fock matrix of the current density. The first term is at most (b − a)‖D − P‖. In the second, P plays the role that F had before, with a window of width 1, so the term is at most ‖F(D) − F(P)‖ ≤ L‖D − P‖. Together,

‖[F(D), D]‖ ≤ (b − a + L)‖D − P‖.

The Lean proof has the same split as `h`, the two estimates as `h1` and `h2`, and the triangle inequality as `h3`.

```lean
/-- Let `P`, Hermitian with occupations between 0 and 1, commute with its own Fock matrix. If the
Fock matrix of `D` is Hermitian with spectrum between `a` and `b` and differs from that of `P` by at
most `L ‖D - P‖`, the DIIS error of `D` is at most `(b - a + L) ‖D - P‖`. -/
theorem scf_residual_le {fock : Matrix n n 𝕜 → Matrix n n 𝕜} {D P : Matrix n n 𝕜}
    {a b L : ℝ} (hF : SpectralWindow (fock D) a b) (hocc : SpectralWindow P 0 1)
    (hP : fock P * P = P * fock P) (hL : ‖fock D - fock P‖ ≤ L * ‖D - P‖) :
    ‖diisResidual (fock D) D‖ ≤ (b - a + L) * ‖D - P‖ := by
  -- one part from the density error, one from the response of the Fock matrix
  have h : diisResidual (fock D) D
      = diisResidual (fock D) (D - P) - diisResidual P (fock D - fock P) := by
    unfold diisResidual
    linear_combination (norm := noncomm_ring) hP
  have h1 := norm_diisResidual_le hF (D - P)
  have h2 := norm_diisResidual_le hocc (fock D - fock P)
  have h3 := norm_sub_le (diisResidual (fock D) (D - P)) (diisResidual P (fock D - fock P))
  rw [h]
  linarith
```

A small algebraic example shows what the two further hypotheses do. It is not a real SCF cycle, since D holds 0.1 electron more than P. Let F(P) = diag(0, 1), let F(D) have all entries 1/2, and take a = 0, b = 1. The two Fock matrices differ by norm 1.

- Without the response bound: for P = diag(1, 0) and D = diag(1, 0.1), the choice L = 0 would give the ceiling 0.1, but the residual is 0.9/√2 ≈ 0.64.
- Without the occupation bound: for P = diag(2, 0) and D = diag(2, 0.1), the response bound holds with L = 10 and the ceiling would be 1.1, but the residual is 1.9/√2 ≈ 1.34. For spin-summed densities with occupations up to 2, the same derivation gives b − a + 2L.

## Energies a ≤ b in a two-level system: the constant b − a is sharp

Take F = diag(a, b), P = diag(1, 0), and let D be the density of the first orbital rotated by θ towards the second.

```lean
/-- The density matrix of one orbital in a two-level system, rotated by the angle `θ` from the
first level towards the second. -/
def rotatedDensity (θ : ℝ) : Matrix (Fin 2) (Fin 2) ℝ :=
  !![Real.cos θ ^ 2, Real.cos θ * Real.sin θ; Real.cos θ * Real.sin θ, Real.sin θ ^ 2]
```

The condition a ≤ b only fixes the order of the levels. With it, F, P and their commutation meet the hypotheses above. The proof reduces each window to the signs of diagonal entries.

```lean
/-- For `a ≤ b`, the two-level Fock matrix with energies `a` and `b` has its spectrum between
them, and it commutes with the density matrix of the first level, whose occupations lie
between 0 and 1. -/
theorem twoLevel_witness {a b : ℝ} (hab : a ≤ b) :
    SpectralWindow (diagonal ![a, b]) a b ∧
      SpectralWindow (diagonal ![(1 : ℝ), 0]) 0 1 ∧
      diagonal ![a, b] * diagonal ![(1 : ℝ), 0] = diagonal ![(1 : ℝ), 0] * diagonal ![a, b] := by
  have hw : ∀ p q l u : ℝ, l ≤ p → l ≤ q → p ≤ u → q ≤ u →
      SpectralWindow (diagonal ![p, q]) l u := by
    intro p q l u h1 h2 h3 h4
    have hl : diagonal ![p, q] - l • (1 : Matrix (Fin 2) (Fin 2) ℝ)
        = diagonal ![p - l, q - l] := by
      ext i j
      fin_cases i <;> fin_cases j <;> simp
    have hu : u • (1 : Matrix (Fin 2) (Fin 2) ℝ) - diagonal ![p, q]
        = diagonal ![u - p, u - q] := by
      ext i j
      fin_cases i <;> fin_cases j <;> simp
    rw [SpectralWindow, hl, hu]
    constructor <;> refine Matrix.posSemidef_diagonal_iff.2 fun i => ?_ <;>
      fin_cases i <;> simp [h1, h2, h3, h4]
  refine ⟨hw a b a b le_rfl hab hab le_rfl,
    hw 1 0 0 1 zero_le_one le_rfl le_rfl zero_le_one, ?_⟩
  rw [diagonal_mul_diagonal, diagonal_mul_diagonal]
  simp only [mul_comm]
```

Write c = cos θ and s = sin θ. The residual has zero diagonal and off-diagonal entries ∓(b − a)cs, so its squared norm is 2(b − a)²c²s². For the density error,

‖D − P‖² = (c² − 1)² + 2c²s² + s⁴ = 2s².

Therefore

‖FD − DF‖ = (b − a)|cos θ| ‖D − P‖.

As θ → 0 with θ ≠ 0, the ratio of the two norms tends to b − a, so no smaller constant serves all densities, even idempotent ones. At θ = π/2 the residual vanishes although ‖D − P‖ = √2, because D is then the density of the other level: a small DIIS error does not by itself place D near P. If a > b, the formula has the wrong sign whenever cs ≠ 0.

The Lean proof computes both matrices as `hR` and `hD`, compares squared norms, and uses cos²θ + sin²θ = 1 in the last line.

```lean
/-- In the two-level system with energies `a ≤ b`, the DIIS error of the rotated density is
exactly `(b - a) |cos θ|` times its distance from the density of the first level. -/
theorem twoLevel_residual_eq {a b : ℝ} (hab : a ≤ b) (θ : ℝ) :
    ‖diisResidual (diagonal ![a, b]) (rotatedDensity θ)‖
      = (b - a) * |Real.cos θ| * ‖rotatedDensity θ - diagonal ![(1 : ℝ), 0]‖ := by
  have hn : ∀ p q r t : ℝ, ‖!![p, q; r, t]‖ ^ 2 = p ^ 2 + q ^ 2 + (r ^ 2 + t ^ 2) := by
    intro p q r t
    rw [norm_sq_eq_sum]
    simp [Fin.sum_univ_two]
  have hR : diisResidual (diagonal ![a, b]) (rotatedDensity θ)
      = !![0, (a - b) * (Real.cos θ * Real.sin θ);
          (b - a) * (Real.cos θ * Real.sin θ), 0] := by
    ext i j
    rw [diisResidual, Matrix.sub_apply, diagonal_mul, mul_diagonal]
    fin_cases i <;> fin_cases j <;> simp [rotatedDensity] <;> ring
  have hD : rotatedDensity θ - diagonal ![(1 : ℝ), 0]
      = !![Real.cos θ ^ 2 - 1, Real.cos θ * Real.sin θ;
          Real.cos θ * Real.sin θ, Real.sin θ ^ 2] := by
    ext i j
    fin_cases i <;> fin_cases j <;> simp [rotatedDensity]
  have hba : 0 ≤ b - a := sub_nonneg.2 hab
  -- compare the squares of both sides
  refine (sq_eq_sq₀ (norm_nonneg _) (by positivity)).1 ?_
  rw [hR, hD, mul_pow, mul_pow, hn, hn, sq_abs]
  linear_combination (-(b - a) ^ 2 * Real.cos θ ^ 2 *
    (Real.cos θ ^ 2 + Real.sin θ ^ 2 - 1)) * Real.cos_sq_add_sin_sq θ

end

end DIISResidualBound
```

```lean
#print axioms DIISResidualBound.diisResidual_le_density_error
#print axioms DIISResidualBound.scf_residual_le
#print axioms DIISResidualBound.twoLevel_residual_eq
```

```
'DIISResidualBound.diisResidual_le_density_error' depends on axioms: [propext, Classical.choice, Quot.sound]
'DIISResidualBound.scf_residual_le' depends on axioms: [propext, Classical.choice, Quot.sound]
'DIISResidualBound.twoLevel_residual_eq' depends on axioms: [propext, Classical.choice, Quot.sound]
```
